# With the other four elastic constants fixed, the Christoffel characteristic polynomials of a hexagonal crystal determine C13 up to the swap C13 → −C13 − 2C44

The theorem `charpoly_eq_iff` compares two hexagonal elastic crystals that share the constants C11, C12, C33 and C44 but may differ in C13. It says that their Christoffel matrices have the same characteristic polynomial for every unit propagation direction exactly when the two C13 values are equal or one is minus the other minus 2C44. The constants are arbitrary real numbers, with no elastic stability condition imposed. For the forward direction, the attempt evaluates the polynomials at a single point for the unit direction (3/5, 0, 4/5) and factorises the resulting equation; for the converse it uses the earlier theorem `charpoly_partner`.

This version doesn't compile in Lean 4 with Mathlib:

```lean
import Mathlib

open Matrix

namespace WaveSpeedInversion

noncomputable section

/-- A fourth-rank stiffness tensor `C i j k l` in three dimensions. -/
abbrev Stiffness := Fin 3 → Fin 3 → Fin 3 → Fin 3 → ℝ

/-- The Voigt numbering, counted from zero: the index pairs 00, 11, 22, 12, 02, 01 become 0 to 5. -/
def voigtIndex : Matrix (Fin 3) (Fin 3) (Fin 6) :=
  !![0, 5, 4; 5, 1, 3; 4, 3, 2]

/-- The hexagonal Voigt matrix with its axis along the third direction. -/
def hexVoigt (c11 c12 c13 c33 c44 : ℝ) : Matrix (Fin 6) (Fin 6) ℝ :=
  !![c11, c12, c13, 0, 0, 0;
     c12, c11, c13, 0, 0, 0;
     c13, c13, c33, 0, 0, 0;
     0, 0, 0, c44, 0, 0;
     0, 0, 0, 0, c44, 0;
     0, 0, 0, 0, 0, (c11 - c12) / 2]

/-- The hexagonal stiffness tensor with the given five elastic constants. -/
def hexStiffness (c11 c12 c13 c33 c44 : ℝ) : Stiffness := fun i j k l =>
  hexVoigt c11 c12 c13 c33 c44 (voigtIndex i j) (voigtIndex k l)

/-- The Christoffel matrix for plane waves travelling along `n`. -/
def christoffel (C : Stiffness) (n : Fin 3 → ℝ) : Matrix (Fin 3) (Fin 3) ℝ :=
  Matrix.of fun i k => ∑ j, ∑ l, C i j k l * n j * n l

/-- The mirror reflection that reverses the hexagonal axis. -/
def mirror : Matrix (Fin 3) (Fin 3) ℝ := !![1, 0, 0; 0, 1, 0; 0, 0, -1]

/-- The Christoffel matrix of a hexagonal crystal, written out in its elastic constants. -/
theorem christoffel_hex (c11 c12 c13 c33 c44 : ℝ) (n : Fin 3 → ℝ) :
    christoffel (hexStiffness c11 c12 c13 c33 c44) n =
      !![c11 * n 0 ^ 2 + (c11 - c12) / 2 * n 1 ^ 2 + c44 * n 2 ^ 2,
          (c11 + c12) / 2 * n 0 * n 1, (c13 + c44) * n 0 * n 2;
         (c11 + c12) / 2 * n 0 * n 1,
          (c11 - c12) / 2 * n 0 ^ 2 + c11 * n 1 ^ 2 + c44 * n 2 ^ 2,
          (c13 + c44) * n 1 * n 2;
         (c13 + c44) * n 0 * n 2, (c13 + c44) * n 1 * n 2,
          c44 * (n 0 ^ 2 + n 1 ^ 2) + c33 * n 2 ^ 2] := by
  ext i j
  fin_cases i <;> fin_cases j <;>
    simp [christoffel, hexStiffness, hexVoigt, voigtIndex, Fin.sum_univ_three] <;> ring

/-- Replacing `C13` by `-C13 - 2 C44` leaves the characteristic polynomial of the
Christoffel matrix unchanged in every direction. -/
theorem charpoly_partner (c11 c12 c13 c33 c44 : ℝ) (n : Fin 3 → ℝ) :
    (christoffel (hexStiffness c11 c12 (-c13 - 2 * c44) c33 c44) n).charpoly =
      (christoffel (hexStiffness c11 c12 c13 c33 c44) n).charpoly := by
  -- the two Christoffel matrices are mirror images of each other
  have hconj : christoffel (hexStiffness c11 c12 (-c13 - 2 * c44) c33 c44) n =
      mirror * christoffel (hexStiffness c11 c12 c13 c33 c44) n * mirror := by
    have hs : -c13 - 2 * c44 + c44 = -(c13 + c44) := by ring
    rw [christoffel_hex, christoffel_hex, hs]
    ext i j
    fin_cases i <;> fin_cases j <;>
      simp [mirror, Matrix.mul_apply, Fin.sum_univ_three] <;> ring
  have hsq : mirror * mirror = 1 := by
    ext i j
    fin_cases i <;> fin_cases j <;> simp [mirror, Matrix.mul_apply, Fin.sum_univ_three]
  rw [hconj, Matrix.charpoly_mul_comm, ← mul_assoc, hsq, one_mul]

/-- With the other four constants fixed, two hexagonal crystals have equal Christoffel
characteristic polynomials in all unit directions exactly when their `C13` agree or
are related by `C13' = -C13 - 2 C44`. -/
theorem charpoly_eq_iff (c11 c12 c13 c13' c33 c44 : ℝ) :
    (∀ n : Fin 3 → ℝ, n ⬝ᵥ n = 1 →
      (christoffel (hexStiffness c11 c12 c13' c33 c44) n).charpoly =
        (christoffel (hexStiffness c11 c12 c13 c33 c44) n).charpoly) ↔
      c13' = c13 ∨ c13' = -c13 - 2 * c44 := by
  constructor
  · intro h
    -- one oblique direction, and one value of the spectral variable, are enough
    have key : ∀ s : ℝ, (christoffel (hexStiffness c11 c12 s c33 c44)
        ![3 / 5, 0, 4 / 5]).charpoly.eval
          ((9 * ((c11 - c12) / 2) + 16 * c44) / 25 + 1) =
        ((9 * ((c11 - c12) / 2) + 16 * c44) / 25 + 1 - (9 * c11 + 16 * c44) / 25) *
        ((9 * ((c11 - c12) / 2) + 16 * c44) / 25 + 1 - (9 * c44 + 16 * c33) / 25)
          - 144 / 625 * (s + c44) ^ 2 := by
      intro s
      rw [Matrix.eval_charpoly, christoffel_hex, Matrix.det_fin_three]
      simp [Matrix.scalar_apply]
      ring
    have h0 := h ![3 / 5, 0, 4 / 5] (by norm_num [dotProduct, Fin.sum_univ_three])
    have h1 := key c13'
    rw [h0, key c13] at h1
    have h2 : (c13' - c13) * (c13' + c13 + 2 * c44) = 0 := by
      linear_combination (625 / 144) * h1
    rcases mul_eq_zero.mp h2 with h3 | h3
    · left; linarith
    · right; linarith
  · rintro (h | h) n _
    · rw [h]
    · rw [h, charpoly_partner]

end

end WaveSpeedInversion
```

Lean reports:

```
Main.lean:89:37: error: unsolved goals
c11 c12 c13 c13' c33 c44 : ℝ
h :
  ∀ (n : Fin 3 → ℝ),
    n ⬝ᵥ n = 1 →
      (christoffel (hexStiffness c11 c12 c13' c33 c44) n).charpoly =
        (christoffel (hexStiffness c11 c12 c13 c33 c44) n).charpoly
key :
  ∀ (s : ℝ),
    Polynomial.eval ((9 * ((c11 - c12) / 2) + 16 * c44) / 25 + 1)
        (christoffel (hexStiffness c11 c12 s c33 c44) ![3 / 5, 0, 4 / 5]).charpoly =
      ((9 * ((c11 - c12) / 2) + 16 * c44) / 25 + 1 - (9 * c11 + 16 * c44) / 25) *
          ((9 * ((c11 - c12) / 2) + 16 * c44) / 25 + 1 - (9 * c44 + 16 * c33) / 25) -
        144 / 625 * (s + c44) ^ 2
⊢ 9 / 25 + ![3 / 5, 0, 4 / 5] 2 * ![3 / 5, 0, 4 / 5] 2 = 1
```

As a diff, the version that Lean accepts:

```diff
@@ -87,5 +87,9 @@
       simp [Matrix.scalar_apply]
       ring
-    have h0 := h ![3 / 5, 0, 4 / 5] (by norm_num [dotProduct, Fin.sum_univ_three])
+    have hn : (![3 / 5, 0, 4 / 5] : Fin 3 → ℝ) ⬝ᵥ ![3 / 5, 0, 4 / 5] = 1 := by
+      simp only [dotProduct, Fin.sum_univ_three]
+      change (3 / 5 : ℝ) * (3 / 5) + 0 * 0 + 4 / 5 * (4 / 5) = 1
+      norm_num
+    have h0 := h ![3 / 5, 0, 4 / 5] hn
     have h1 := key c13'
     rw [h0, key c13] at h1
```

The error is in the proof that (3/5, 0, 4/5) is a unit vector, which the hypothesis `h` requires. The call to `norm_num` expanded the dot product and evaluated the entries at indices 0 and 1, giving 9/25 and 0. It left the entry at index 2 as `![3 / 5, 0, 4 / 5] 2`, never replacing it with 4/5. The remaining goal is true, but `norm_num` could not finish the arithmetic with that entry unevaluated.

The repair proves the fact separately as `hn`. There `simp only` expands the dot product into a sum of three products, and `change` restates the goal with the numbers in place of the vector entries. Lean accepts this because the two forms are equal by definition. What remains is plain arithmetic, which `norm_num` closes. The proof `hn` is then passed to `h` in place of the failed one; giving it a name of its own is mere tidying.
